# Fitted isomer shifts do not change when all contact densities share a nonzero scale factor and an offset

Let computed contact densities $x_i$, not all equal, be calibrated against measured isomer shifts $y_i$ by a least-squares line. If every $x_i$ is replaced by $a x_i + b$ with $a \neq 0$, the slope of the line is divided by $a$, and every fitted shift and every residual stays the same. The shift predicted for a further compound is also unchanged, provided that its density is rescaled with the same $a$ and $b$.

## Contact densities and the calibration line

The Mössbauer isomer shift of a compound is, to a good approximation, linear in the electron density at the nucleus, the contact density. The slope is proportional to the change of the mean-square nuclear charge radius in the transition. A calibration takes intercept and slope from a fit to a set of compounds.

A nonrelativistic calculation gives contact densities that are too small for heavy elements. Close to the nucleus, a valence s orbital has nearly the same shape in every compound, so much of the error is a common factor, represented here by $a$. An error in the core density that is the same in all compounds enters $b$. That $a$ and $b$ do not depend on the compound is an assumption about the electronic structure method.

For such an error, and for a one-variable linear fit, the quality of the fit says nothing about whether the absolute densities are right. The slope does feel the error: a nuclear radius change derived from it is wrong by the factor $1/a$, and a slope fitted with one method should not be combined with densities from another.

## The least-squares line and its uniqueness

For a line with intercept $\alpha$ and slope $\beta$, the residuals and the misfit are
$$r_i = y_i - (\alpha + \beta x_i), \qquad M(\alpha,\beta) = \sum_i r_i^2 .$$
A fit is a pair $(\alpha,\beta)$ that minimises $M$ over all lines.

Write $\bar x$ and $\bar y$ for the means. Since the $x_i$ are not all equal, $S = \sum_i (x_i-\bar x)^2$ is positive, and we can define
$$s = \frac{1}{S}\sum_i (x_i-\bar x)(y_i-\bar y).$$
The line with slope $s$ and intercept $\bar y - s\bar x$ has residuals $r_i = (y_i-\bar y) - s(x_i-\bar x)$. Deviations from a mean sum to zero, so $\sum_i r_i = 0$. Writing $x_i = (x_i - \bar x) + \bar x$ gives
$$\sum_i r_i x_i = \sum_i (x_i-\bar x)(y_i-\bar y) - sS + \bar x \sum_i r_i = 0 .$$
These are the normal equations.

Now let $(\alpha,\beta)$ be a line that obeys them and $(\alpha',\beta')$ any other line. The residuals of the second line are $r_i - d_i$ with $d_i = (\alpha'-\alpha) + (\beta'-\beta)x_i$. In the expanded square, the cross term is
$$-2\sum_i r_i d_i = -2(\alpha'-\alpha)\sum_i r_i - 2(\beta'-\beta)\sum_i r_i x_i = 0,$$
so that
$$M(\alpha',\beta') = M(\alpha,\beta) + \sum_i d_i^2 .$$
The closed-form line is therefore a minimiser. Any other minimiser has $d_i = 0$ for all $i$. Subtracting this equation for two compounds with different densities gives $\beta'=\beta$, and then $\alpha'=\alpha$. The fit exists and is unique.

## Rescaled densities

Let $(\alpha',\beta')$ now be the fit to the densities $a x_i + b$. Its residuals are
$$y_i - \bigl(\alpha' + \beta'(a x_i + b)\bigr) = y_i - \bigl((\alpha'+\beta' b) + \beta' a\, x_i\bigr).$$
They are the residuals of a line in the original densities, with intercept $\alpha'+\beta' b$ and slope $\beta' a$. Every line $(p,q)$ in the original densities arises in this way, from intercept $p - (q/a)b$ and slope $q/a$. Hence $(\alpha'+\beta' b,\ \beta' a)$ minimises the original misfit, and by uniqueness
$$\beta' a = \beta, \qquad \alpha' + \beta' b = \alpha .$$
The first equation gives $\beta'=\beta/a$. Together they give $\alpha'+\beta'(az+b) = \alpha+\beta z$ for every density $z$, and with $z = x_i$ the residuals agree.

If all $x_i$ were equal, many lines would fit equally well and the slope would be undetermined.

## Only affine changes are absorbed for all data

There is a converse. Let $x_i$ and $x'_i$ be two sets of densities, neither constant, that give the same fitted shifts whatever the data are. Choose the data $y_i = x'_i$. The line with intercept $0$ and slope $1$ fits them perfectly in the densities $x'_i$, so the fitted shifts are the $x'_i$ themselves. The fit in the densities $x_i$ must give the same values, so $x'_i = \alpha + \beta x_i$. Here $\beta \neq 0$, because the $x'_i$ are not all equal.

The words "whatever the data are" matter: if all measured shifts are equal, every set of densities gives the same fitted shifts. With only two compounds, any two non-constant sets are related by an affine map, so at least three are needed to reveal another kind of error.

## The statements in Lean

The compounds are the elements of a finite type `ι`, and densities and shifts are real functions on it. `residual` and `misfit` are $r_i$ and $M$. `IsFit x y α β` says that no line has a smaller misfit than the given one, so a fit is defined by minimisation and not by the formula for $s$, which is `calibrationSlope`.

In `calibration_absorbs_scaling`, the hypothesis `hx` says that two compounds have different densities, and `ha` that $a$ is nonzero; a negative $a$ is allowed. `h` and `h'` say that the two lines are fits to the original and the rescaled densities. The conclusion has three parts: the slope relation, equal predictions for every real `z`, and equal residuals. The theorem `same_fitted_shifts_iff` contains the converse and its reverse direction.

The fit is unweighted, and the densities are given numbers. The theorems do not say how closely a particular relativistic correction follows $a x + b$; a part of the error that varies from compound to compound in another way can change the residuals.

```lean
import Mathlib

open Finset

namespace IsomerShiftCalibration

noncomputable section

variable {ι : Type*} [Fintype ι] {x x' y : ι → ℝ} {α β α' β' a b : ℝ}

/-- Measured isomer shift of compound `i` minus the shift given by the line with
intercept `α` and slope `β` in the contact density. -/
def residual (x y : ι → ℝ) (α β : ℝ) (i : ι) : ℝ := y i - (α + β * x i)

/-- Sum of the squared residuals of a calibration line. -/
def misfit (x y : ι → ℝ) (α β : ℝ) : ℝ := ∑ i, residual x y α β i ^ 2

/-- The line with intercept `α` and slope `β` is a least-squares calibration:
no other line has a smaller misfit. -/
def IsFit (x y : ι → ℝ) (α β : ℝ) : Prop :=
  ∀ α' β', misfit x y α β ≤ misfit x y α' β'

/-- Average over the compounds, for a nonempty set of compounds. -/
def mean (x : ι → ℝ) : ℝ := (∑ i, x i) / (Fintype.card ι : ℝ)

/-- Covariance sum of densities and shifts divided by the squared spread of the densities,
for densities that are not all equal. -/
def calibrationSlope (x y : ι → ℝ) : ℝ :=
  (∑ i, (x i - mean x) * (y i - mean y)) / ∑ i, (x i - mean x) ^ 2

/-- Deviations from the mean add up to zero over a nonempty set of compounds. -/
theorem sum_sub_mean [Nonempty ι] (x : ι → ℝ) : ∑ i, (x i - mean x) = 0 := by
  have h : (Fintype.card ι : ℝ) ≠ 0 := Nat.cast_ne_zero.mpr Fintype.card_ne_zero
  have hm : mean x * (Fintype.card ι : ℝ) = ∑ i, x i := ((div_eq_iff h).mp rfl).symm
  rw [Finset.sum_sub_distrib, Finset.sum_const, Finset.card_univ, nsmul_eq_mul]
  linarith

/-- If the contact densities are not all equal, the residuals of the closed-form line
sum to zero and are orthogonal to the densities. -/
theorem normal_equations (y : ι → ℝ) (hx : ∃ i j, x i ≠ x j) :
    ∑ i, residual x y (mean y - calibrationSlope x y * mean x) (calibrationSlope x y) i = 0 ∧
    ∑ i, residual x y (mean y - calibrationSlope x y * mean x) (calibrationSlope x y) i * x i
      = 0 := by
  obtain ⟨k, l, hkl⟩ := hx
  have : Nonempty ι := ⟨k⟩
  -- the spread of the densities does not vanish
  have hne : ∑ i, (x i - mean x) ^ 2 ≠ 0 := by
    intro hz
    have each : ∀ i, x i - mean x = 0 := fun i =>
      (pow_eq_zero_iff two_ne_zero).mp
        ((Finset.sum_eq_zero_iff_of_nonneg (fun i _ => sq_nonneg (x i - mean x))).mp hz i
          (Finset.mem_univ i))
    exact hkl (by linarith [each k, each l])
  have hs : ∑ i, (x i - mean x) * (y i - mean y)
      = calibrationSlope x y * ∑ i, (x i - mean x) ^ 2 := (div_eq_iff hne).mp rfl
  generalize calibrationSlope x y = s at hs ⊢
  have e0 : ∑ i, residual x y (mean y - s * mean x) s i
      = ∑ i, (y i - mean y) - s * ∑ i, (x i - mean x) := by
    rw [Finset.mul_sum, ← Finset.sum_sub_distrib]
    refine Finset.sum_congr rfl fun i _ => ?_
    simp only [residual]
    ring
  rw [sum_sub_mean, sum_sub_mean, mul_zero, sub_zero] at e0
  have e1 : ∑ i, residual x y (mean y - s * mean x) s i * x i
      = (∑ i, (x i - mean x) * (y i - mean y) - s * ∑ i, (x i - mean x) ^ 2)
        + mean x * ∑ i, residual x y (mean y - s * mean x) s i := by
    rw [Finset.mul_sum, Finset.mul_sum, ← Finset.sum_sub_distrib, ← Finset.sum_add_distrib]
    refine Finset.sum_congr rfl fun i _ => ?_
    simp only [residual]
    ring
  refine ⟨e0, ?_⟩
  rw [e1, e0, hs]
  ring

/-- If a line obeys the normal equations, the misfit of any other line is its misfit plus
the summed squared differences between the two lines. -/
theorem misfit_split (h0 : ∑ i, residual x y α β i = 0)
    (h1 : ∑ i, residual x y α β i * x i = 0) (α' β' : ℝ) :
    misfit x y α' β' = misfit x y α β + ∑ i, ((α' - α) + (β' - β) * x i) ^ 2 := by
  have key : misfit x y α' β' = misfit x y α β + ∑ i, ((α' - α) + (β' - β) * x i) ^ 2
      - 2 * (α' - α) * ∑ i, residual x y α β i
      - 2 * (β' - β) * ∑ i, residual x y α β i * x i := by
    unfold misfit
    rw [Finset.mul_sum, Finset.mul_sum, ← Finset.sum_add_distrib, ← Finset.sum_sub_distrib,
      ← Finset.sum_sub_distrib]
    refine Finset.sum_congr rfl fun i _ => ?_
    simp only [residual]
    ring
  rw [key, h0, h1]
  ring

/-- For contact densities that are not all equal, a line is a least-squares calibration
exactly when it has the closed-form slope and passes through the point of means. -/
theorem isFit_iff (hx : ∃ i j, x i ≠ x j) :
    IsFit x y α β ↔ β = calibrationSlope x y ∧ α = mean y - β * mean x := by
  obtain ⟨h0, h1⟩ := normal_equations y hx
  constructor
  · intro h
    have e := misfit_split h0 h1 α β
    have hle := h (mean y - calibrationSlope x y * mean x) (calibrationSlope x y)
    generalize hA : mean y - calibrationSlope x y * mean x = A at e hle
    -- two minimisers differ by a line that vanishes at every density
    have hz : ∑ i, ((α - A) + (β - calibrationSlope x y) * x i) ^ 2 = 0 :=
      le_antisymm (by linarith) (Finset.sum_nonneg fun i _ => sq_nonneg _)
    have each : ∀ i, (α - A) + (β - calibrationSlope x y) * x i = 0 := fun i =>
      (pow_eq_zero_iff two_ne_zero).mp
        ((Finset.sum_eq_zero_iff_of_nonneg (fun i _ =>
          sq_nonneg ((α - A) + (β - calibrationSlope x y) * x i))).mp hz i (Finset.mem_univ i))
    obtain ⟨k, l, hkl⟩ := hx
    have hp : (β - calibrationSlope x y) * (x k - x l) = 0 := by
      linear_combination each k - each l
    have hb : β - calibrationSlope x y = 0 :=
      (mul_eq_zero.mp hp).resolve_right (sub_ne_zero.mpr hkl)
    have hk := each k
    rw [hb, zero_mul, add_zero] at hk
    refine ⟨sub_eq_zero.mp hb, ?_⟩
    rw [sub_eq_zero.mp hb, hA]
    exact sub_eq_zero.mp hk
  · rintro ⟨rfl, rfl⟩ α' β'
    rw [misfit_split h0 h1 α' β']
    exact le_add_of_nonneg_right (Finset.sum_nonneg fun i _ => sq_nonneg _)

/-- A line in the rescaled densities `a x + b` has the same misfit as the line in `x`
obtained by inserting the rescaling. -/
theorem misfit_rescale (x y : ι → ℝ) (a b α β : ℝ) :
    misfit (fun i => a * x i + b) y α β = misfit x y (α + β * b) (β * a) := by
  unfold misfit
  refine Finset.sum_congr rfl fun i _ => ?_
  simp only [residual]
  ring

/-- Let the contact densities be not all equal and let each be replaced by `a x + b` with
`a ≠ 0`. The least-squares slope is divided by `a`, while the shift predicted for any
density `z` and all residuals stay the same. -/
theorem calibration_absorbs_scaling (hx : ∃ i j, x i ≠ x j) (ha : a ≠ 0)
    (h : IsFit x y α β) (h' : IsFit (fun i => a * x i + b) y α' β') :
    β' = β / a ∧ (∀ z, α' + β' * (a * z + b) = α + β * z) ∧
      ∀ i, residual (fun i => a * x i + b) y α' β' i = residual x y α β i := by
  -- the rescaled fit, read as a line in the original densities, is a fit too
  have hf : IsFit x y (α' + β' * b) (β' * a) := by
    intro p q
    have hpq := h' (p - q / a * b) (q / a)
    have e : q / a * a = q := ((div_eq_iff ha).mp rfl).symm
    rw [misfit_rescale x y a b α' β', misfit_rescale x y a b (p - q / a * b) (q / a),
      sub_add_cancel, e] at hpq
    exact hpq
  -- uniqueness identifies the two lines
  obtain ⟨s1, t1⟩ := (isFit_iff hx).mp h
  obtain ⟨s2, t2⟩ := (isFit_iff hx).mp hf
  have hβ : β' * a = β := s2.trans s1.symm
  have hα : α' + β' * b = α := by rw [t2, t1, hβ]
  refine ⟨(eq_div_iff ha).mpr hβ, fun z => ?_, fun i => ?_⟩
  · linear_combination hα + z * hβ
  · simp only [residual]
    linear_combination -hα - x i * hβ

/-- Two sets of contact densities, neither of them constant, give the same fitted shifts for
all possible data exactly when they differ by a nonzero scale factor and an offset. -/
theorem same_fitted_shifts_iff (hx : ∃ i j, x i ≠ x j) (hx' : ∃ i j, x' i ≠ x' j) :
    (∀ (y : ι → ℝ) (α β α' β' : ℝ), IsFit x y α β → IsFit x' y α' β' →
      ∀ i, α' + β' * x' i = α + β * x i) ↔
    ∃ a b : ℝ, a ≠ 0 ∧ ∀ i, x' i = a * x i + b := by
  constructor
  · intro h
    -- take the second densities themselves as data: their own line is perfect
    have h1 : IsFit x' x' 0 1 := by
      intro p q
      have hz : misfit x' x' 0 1 = 0 := by simp [misfit, residual]
      rw [hz]
      exact Finset.sum_nonneg fun i _ => sq_nonneg _
    have h2 : IsFit x x' (mean x' - calibrationSlope x x' * mean x) (calibrationSlope x x') :=
      (isFit_iff hx).mpr ⟨rfl, rfl⟩
    have key := h x' _ _ _ _ h2 h1
    refine ⟨calibrationSlope x x', mean x' - calibrationSlope x x' * mean x, ?_,
      fun i => by linarith [key i]⟩
    intro h0
    obtain ⟨k, l, hkl⟩ := hx'
    have hk := key k
    have hl := key l
    rw [h0] at hk hl
    exact hkl (by linarith)
  · rintro ⟨a, b, ha, h⟩ y α β α' β' hf hf' i
    have e : x' = fun i => a * x i + b := funext h
    rw [e] at hf'
    rw [h i]
    exact (calibration_absorbs_scaling hx ha hf hf').2.1 (x i)

end

end IsomerShiftCalibration
```

```lean
#print axioms IsomerShiftCalibration.same_fitted_shifts_iff
```

```
'IsomerShiftCalibration.same_fitted_shifts_iff' depends on axioms: [propext, Classical.choice, Quot.sound]
```

## From the normal equations to the converse

`sum_sub_mean` is the vanishing sum of deviations. `normal_equations` first shows that $S \neq 0$: a vanishing sum of squares would make every density equal to the mean. It then rewrites the two residual sums as `e0` and `e1`, the two identities derived above, with `ring` comparing the summands.

`misfit_split` expands the square in `key`, where both cross terms are still present, and removes them with the normal equations. `isFit_iff` uses the split in both directions. From a minimiser it obtains a vanishing sum of squares, hence $d_i = 0$ for each compound, and `linear_combination each k - each l` is the subtraction for two different densities. In the other direction, the added sum of squares is nonnegative.

`misfit_rescale` is the regrouping of the residual. In the main theorem, `hf` states that the rescaled fit, read in the original densities, is a fit. To compare it with a line `p`, `q`, the proof applies `h'` to the intercept `p - q / a * b` and the slope `q / a`. Two uses of `isFit_iff` then give `hβ` and `hα`, the two equations for the parameters, and the conclusions are linear combinations of them.

For the converse, `h1` is the perfect fit of the second densities to themselves, and `h2` supplies the fit in the first densities through the closed form. Equality of their fitted values, `key`, is the affine relation.

## Weighted fits

The same argument works when each squared residual is multiplied by a fixed positive weight $w_i$, for example to account for different experimental uncertainties. Weighted means and sums replace the plain ones, the split acquires the term $\sum_i w_i d_i^2$, and this again vanishes only if every $d_i$ does. The regrouping of the residuals does not involve the weights, so the slope is again divided by $a$ and the residuals are unchanged.
